# Bounds on the staggered field and energy of the mean-field Hubbard antiferromagnet for U > 2W

In the mean-field half-filled Hubbard antiferromagnet at zero temperature, with hopping only between the two sublattices, the staggered field $D$ follows from a Brillouin-zone average, taken here over a finite band: levels $e_i$ with weights $w_i\ge 0$ that sum to one, as on a k-mesh. With on-site repulsion $U$ and sublattice moment $m=|\langle n_\uparrow-n_\downarrow\rangle|$, the field is $D=Um/2$, often written $\Delta$.

Write $E=\sqrt{e^2+D^2}$ and $m_k=\mathrm{avg}\,e^k$. The mean-field energy per site, as a function of $D$, is

$$F(D)=\frac{D^2}{U}+\frac U4-\mathrm{avg}\,E .$$

If $|e_i|\le W$ and $U>2W$, the gap equation $1=\frac U2\,\mathrm{avg}\,\frac1E$ has exactly one positive root $D$. This root minimises $F$, and

$$\frac{U^2}{4}-W^2\le D^2\le\frac{U^2}{4},\qquad -\frac{m_2}{U}\le F(D)\le-\frac{m_2}{U}+\frac{m_4}{U^3}.$$

Here $W$ bounds $|e|$; it is not the full bandwidth.

## A bracket for the self-consistent field

A mean-field code can solve the gap equation by bisection between $\sqrt{U^2/4-W^2}$ and $U/2$, raising the lower end whenever $\frac U2\,\mathrm{avg}\,\frac1E>1$. Take the square lattice with hopping $t>0$, $e=-2t(\cos k_x+\cos k_y)$ and $U=10t$, on an $L\times L$ mesh through $k=0$ with even $L\ge6$. Then $W=4t$, $m_2=4t^2$ and $m_4=36t^4$, so $3t\le D\le5t$ and the energy per site lies between $-0.4t$ and $-0.364t$.

## From the Bloch matrix to the bounds

The staggered field couples $e$ to $-e$. The determinant condition for an eigenvalue $x$ is $x^2-e^2-D^2=0$, so $x=\pm E$. Differentiating $F$ at $D>0$ gives

$$F'(D)=\frac{2D}{U}\Bigl(1-\frac U2\,\mathrm{avg}\,\frac1E\Bigr),$$

so for $D>0$ the gap equation is stationarity.

**Uniqueness.** Let $D_0>0$ be a root, with energies $E_0$. Since $E^2-E_0^2=D^2-D_0^2$,

$$\frac{(E-E_0)^2}{2E_0}=E_0-E+\frac{D^2-D_0^2}{2E_0}.$$

Averaging with $\mathrm{avg}\,(1/E_0)=2/U$ turns the right side into $F(D)-F(D_0)$. This is positive if $D^2\ne D_0^2$, because then $E\ne E_0$ at every level. Two positive roots would each have the lower energy, which is impossible.

**Existence.** At $D^2=U^2/4-W^2$ every $E\le U/2$, so $\frac U2\,\mathrm{avg}\,\frac1E\ge1$. At $D=U/2$ every $E\ge U/2$, so it is at most 1. By continuity a root lies between.

**Energy.** For every $D$,

$$0\le\frac{(E-U/2)^2}{U}=\frac{e^2+D^2}{U}+\frac U4-E,$$

and averaging gives $F(D)\ge-m_2/U$. For the upper bound take the trial value $D=U/2$ and set $s=E-U/2\ge0$, so that $e^2=s(s+U)$ and

$$s-\frac{e^2}{U}+\frac{e^4}{U^3}=-\frac{s^2}{U}+\frac{s^2(s+U)^2}{U^3}=\frac{s^3(s+2U)}{U^3}\ge0 .$$

Since $F(U/2)=U/2-\mathrm{avg}\,E=-\mathrm{avg}\,s$, averaging gives the bound, and the minimum is no higher.

**Equal magnitudes.** If every $e^2=t^2$, as in a dimer, the gap equation says $E=U/2$, or $D^2+t^2=U^2/4$, and then $F=-t^2/U$. With $W=|t|$, both lower bounds are attained.

## The Lean file

```lean
import Mathlib

open Finset

namespace AntiferromagneticMeanField

noncomputable section

/-- A finite band: levels `e i` with nonnegative weights `w i` that sum to one. -/
structure Band (ι : Type*) [Fintype ι] where
  e : ι → ℝ
  w : ι → ℝ
  w_nonneg : ∀ i, 0 ≤ w i
  w_sum : ∑ i, w i = 1

variable {ι : Type*} [Fintype ι]

/-- The band average of a function of the level energy. -/
def Band.avg (B : Band ι) (f : ℝ → ℝ) : ℝ := ∑ i, B.w i * f (B.e i)

/-- The `k`-th moment of the band. -/
def Band.moment (B : Band ι) (k : ℕ) : ℝ := B.avg (fun x => x ^ k)

/-- The Bloch matrix of a level `e` that a staggered field `D` couples to its partner `-e`. -/
def bloch (e D : ℝ) : Matrix (Fin 2) (Fin 2) ℝ := !![e, -D; -D, -e]

/-- The quasiparticle energy `√(e² + D²)`. -/
def quasi (e D : ℝ) : ℝ := √(e ^ 2 + D ^ 2)

/-- The gap equation `1 = (U/2) avg 1/√(e² + D²)`, meant for `D > 0`. -/
def Band.GapEquation (B : Band ι) (U D : ℝ) : Prop :=
  1 = U / 2 * B.avg (fun x => 1 / quasi x D)

/-- The mean-field energy per site `D²/U + U/4 - avg √(e² + D²)`, meant for `U ≠ 0`. -/
def Band.energy (B : Band ι) (U D : ℝ) : ℝ :=
  D ^ 2 / U + U / 4 - B.avg (fun x => quasi x D)

/-- Some level of a band has positive weight. -/
theorem exists_weight_pos (B : Band ι) : ∃ i, 0 < B.w i := by
  have h : ∑ i, B.w i ≠ 0 := by rw [B.w_sum]; exact one_ne_zero
  obtain ⟨i, _, hi⟩ := Finset.exists_ne_zero_of_sum_ne_zero h
  exact ⟨i, lt_of_le_of_ne (B.w_nonneg i) (Ne.symm hi)⟩

/-- The band average preserves inequalities that hold at every level. -/
theorem avg_mono (B : Band ι) {f g : ℝ → ℝ} (h : ∀ i, f (B.e i) ≤ g (B.e i)) :
    B.avg f ≤ B.avg g :=
  Finset.sum_le_sum fun i _ => mul_le_mul_of_nonneg_left (h i) (B.w_nonneg i)

/-- The average of `a e² + b e⁴ + c` is `a m₂ + b m₄ + c`. -/
theorem avg_even (B : Band ι) (a b c : ℝ) :
    B.avg (fun x => a * x ^ 2 + b * x ^ 4 + c) = a * B.moment 2 + b * B.moment 4 + c := by
  unfold Band.moment Band.avg
  calc _ = ∑ i, (a * (B.w i * B.e i ^ 2) + b * (B.w i * B.e i ^ 4) + B.w i * c) :=
        Finset.sum_congr rfl fun i _ => by ring
    _ = _ := by
        rw [sum_add_distrib, sum_add_distrib, ← mul_sum, ← mul_sum, ← sum_mul, B.w_sum, one_mul]

/-- The quasiparticle energy squares to `e² + D²` and is at least `D`. -/
theorem quasi_spec (e D : ℝ) : quasi e D ^ 2 = e ^ 2 + D ^ 2 ∧ D ≤ quasi e D :=
  ⟨Real.sq_sqrt (by positivity),
    (le_abs_self D).trans (Real.abs_le_sqrt (by nlinarith [sq_nonneg e]))⟩

/-- The eigenvalues of the Bloch matrix are plus and minus the quasiparticle energy. -/
theorem bloch_eigenvalues (e D x : ℝ) :
    (bloch e D - x • (1 : Matrix (Fin 2) (Fin 2) ℝ)).det = 0 ↔
      x = quasi e D ∨ x = -quasi e D := by
  have h : (bloch e D - x • (1 : Matrix (Fin 2) (Fin 2) ℝ)).det
      = (e - x) * (-e - x) - D * D := by
    simp [bloch, Matrix.det_fin_two]
  have h2 : (e - x) * (-e - x) - D * D = (x - quasi e D) * (x + quasi e D) := by
    linear_combination (quasi_spec e D).1
  rw [h, h2, mul_eq_zero, sub_eq_zero, add_eq_zero_iff_eq_neg]

/-- For `U ≠ 0` and `D > 0` the gap equation says that the mean-field energy is stationary. -/
theorem gapEquation_iff_stationary (B : Band ι) {U D : ℝ} (hU : U ≠ 0) (hD : 0 < D) :
    B.GapEquation U D ↔ HasDerivAt (B.energy U) 0 D := by
  have hq : ∀ x, HasDerivAt (fun y => quasi x y) (D * (1 / quasi x D)) D := fun x => by
    have h := ((hasDerivAt_pow 2 D).const_add (x ^ 2)).sqrt (by positivity)
    refine h.congr_deriv ?_
    have hE : √(x ^ 2 + D ^ 2) ≠ 0 := by positivity
    unfold quasi
    norm_num
    field_simp
  have hs : HasDerivAt (fun y => B.avg (fun x => quasi x y))
      (D * B.avg (fun x => 1 / quasi x D)) D := by
    have h := HasDerivAt.fun_sum (u := Finset.univ)
      (fun i _ => (hq (B.e i)).const_mul (B.w i))
    refine h.congr_deriv ?_
    unfold Band.avg
    rw [mul_sum]
    exact Finset.sum_congr rfl fun i _ => by ring
  have h : HasDerivAt (B.energy U)
      (2 * D / U * (1 - U / 2 * B.avg (fun x => 1 / quasi x D))) D := by
    refine ((((hasDerivAt_pow 2 D).div_const U).add_const (U / 4)).fun_sub hs).congr_deriv ?_
    norm_num
    field_simp
  constructor
  · intro g
    refine h.congr_deriv ?_
    rw [← g, sub_self, mul_zero]
  · intro h0
    have hne : 2 * D / U ≠ 0 := div_ne_zero (by positivity) hU
    exact sub_eq_zero.mp ((mul_eq_zero.mp (h.unique h0)).resolve_left hne)

/-- A positive root `D₀` of the gap equation has lower energy than every `D` with `D² ≠ D₀²`. -/
theorem energy_lt_of_gapEquation (B : Band ι) {U D₀ D : ℝ} (hD₀ : 0 < D₀)
    (h : B.GapEquation U D₀) (hne : D ^ 2 ≠ D₀ ^ 2) : B.energy U D₀ < B.energy U D := by
  have hU : U ≠ 0 := by
    rintro rfl
    simp [Band.GapEquation] at h
  have hA : B.avg (fun x => 1 / quasi x D₀) = 2 / U := by
    unfold Band.GapEquation at h
    rw [eq_div_iff hU]
    linear_combination -2 * h
  have hE : ∀ x, 0 < quasi x D₀ := fun x => hD₀.trans_le (quasi_spec x D₀).2
  -- the energy difference is an average of squares
  have pt : ∀ x, (quasi x D - quasi x D₀) ^ 2 / (2 * quasi x D₀)
      = quasi x D₀ - quasi x D + (D ^ 2 - D₀ ^ 2) / 2 * (1 / quasi x D₀) := fun x => by
    have h1 : D ^ 2 - D₀ ^ 2 = quasi x D ^ 2 - quasi x D₀ ^ 2 := by
      linarith [(quasi_spec x D).1, (quasi_spec x D₀).1]
    have h2 := (hE x).ne'
    rw [h1]
    field_simp
    ring
  have key : ∑ i, B.w i * ((quasi (B.e i) D - quasi (B.e i) D₀) ^ 2 / (2 * quasi (B.e i) D₀))
      = B.avg (fun x => quasi x D₀) - B.avg (fun x => quasi x D)
        + (D ^ 2 - D₀ ^ 2) / 2 * B.avg (fun x => 1 / quasi x D₀) := by
    unfold Band.avg
    rw [mul_sum, ← sum_sub_distrib, ← sum_add_distrib]
    exact Finset.sum_congr rfl fun i _ => by rw [pt]; ring
  have pos : 0 < ∑ i, B.w i *
      ((quasi (B.e i) D - quasi (B.e i) D₀) ^ 2 / (2 * quasi (B.e i) D₀)) := by
    obtain ⟨i, hi⟩ := exists_weight_pos B
    refine Finset.sum_pos' (fun j _ => mul_nonneg (B.w_nonneg j)
      (div_nonneg (sq_nonneg _) (by linarith [hE (B.e j)]))) ⟨i, Finset.mem_univ i, ?_⟩
    have hd : quasi (B.e i) D - quasi (B.e i) D₀ ≠ 0 := fun h0 => hne (by
      have h1 := (quasi_spec (B.e i) D).1
      rw [sub_eq_zero.mp h0] at h1
      linarith [(quasi_spec (B.e i) D₀).1])
    exact mul_pos hi (div_pos (by positivity) (by linarith [hE (B.e i)]))
  rw [key, hA] at pos
  have h3 : (D ^ 2 - D₀ ^ 2) / 2 * (2 / U) = D ^ 2 / U - D₀ ^ 2 / U := by ring
  unfold Band.energy
  linarith

/-- For `U > 0` the energy is at least `-m₂/U` for every `D`, and at `D = U/2` it is at most
`-m₂/U + m₄/U³`. -/
theorem superexchange_bounds (B : Band ι) {U : ℝ} (hU : 0 < U) :
    (∀ D, -B.moment 2 / U ≤ B.energy U D) ∧
      B.energy U (U / 2) ≤ -B.moment 2 / U + B.moment 4 / U ^ 3 := by
  constructor
  · intro D
    have pt : ∀ x, quasi x D ≤ 1 / U * x ^ 2 + 0 * x ^ 4 + (D ^ 2 / U + U / 4) := fun x => by
      have hx : x ^ 2 = quasi x D ^ 2 - D ^ 2 := by linarith [(quasi_spec x D).1]
      have h : 1 / U * x ^ 2 + 0 * x ^ 4 + (D ^ 2 / U + U / 4) - quasi x D
          = (quasi x D - U / 2) ^ 2 / U := by
        rw [hx]
        field_simp
        ring
      have h0 : 0 ≤ (quasi x D - U / 2) ^ 2 / U := by positivity
      linarith
    have h := avg_mono B (f := fun x => quasi x D)
      (g := fun x => 1 / U * x ^ 2 + 0 * x ^ 4 + (D ^ 2 / U + U / 4)) (fun i => pt (B.e i))
    rw [avg_even] at h
    have h2 : -B.moment 2 / U = -(1 / U * B.moment 2) := by ring
    unfold Band.energy
    linarith
  · have pt : ∀ x, 1 / U * x ^ 2 + (-1 / U ^ 3) * x ^ 4 + U / 2 ≤ quasi x (U / 2) := fun x => by
      obtain ⟨hs, hge⟩ := quasi_spec x (U / 2)
      generalize quasi x (U / 2) = E at hs hge ⊢
      have hx : x ^ 2 = E ^ 2 - (U / 2) ^ 2 := by linarith
      have hx4 : x ^ 4 = (E ^ 2 - (U / 2) ^ 2) ^ 2 := by rw [← hx]; ring
      have h : E - (1 / U * x ^ 2 + (-1 / U ^ 3) * x ^ 4 + U / 2)
          = (E - U / 2) ^ 3 * (E + 3 * U / 2) / U ^ 3 := by
        rw [hx4, hx]
        field_simp
        ring
      have h0 : 0 ≤ (E - U / 2) ^ 3 * (E + 3 * U / 2) / U ^ 3 :=
        div_nonneg (mul_nonneg (pow_nonneg (by linarith) 3) (by linarith)) (by positivity)
      linarith
    have h := avg_mono B (f := fun x => 1 / U * x ^ 2 + (-1 / U ^ 3) * x ^ 4 + U / 2)
      (g := fun x => quasi x (U / 2)) (fun i => pt (B.e i))
    rw [avg_even] at h
    have h2 : (U / 2) ^ 2 / U = U / 4 := by
      field_simp
      norm_num
    have h3 : -B.moment 2 / U + B.moment 4 / U ^ 3
        = -(1 / U * B.moment 2 + (-1 / U ^ 3) * B.moment 4) := by ring
    unfold Band.energy
    linarith

/-- For `|e| ≤ W` and `U > 2W` the gap equation has exactly one positive root `D`, with
`U²/4 - W² ≤ D² ≤ U²/4`. It minimises the mean-field energy, and the minimum lies between
`-m₂/U` and `-m₂/U + m₄/U³`. -/
theorem gap_and_energy (B : Band ι) {U W : ℝ} (hW : ∀ i, |B.e i| ≤ W) (hUW : 2 * W < U) :
    ∃ D, (0 < D ∧ B.GapEquation U D ∧ ∀ D', 0 < D' → B.GapEquation U D' → D' = D) ∧
      (U ^ 2 / 4 - W ^ 2 ≤ D ^ 2 ∧ D ^ 2 ≤ U ^ 2 / 4) ∧
      (∀ D', B.energy U D ≤ B.energy U D') ∧
      -B.moment 2 / U ≤ B.energy U D ∧
      B.energy U D ≤ -B.moment 2 / U + B.moment 4 / U ^ 3 := by
  obtain ⟨i₀, _⟩ := exists_weight_pos B
  have hW0 : 0 ≤ W := (abs_nonneg _).trans (hW i₀)
  have hU : 0 < U := by linarith
  have hr : 0 < U ^ 2 / 4 - W ^ 2 := by nlinarith
  obtain ⟨a, ha, ha2⟩ : ∃ a : ℝ, 0 < a ∧ a ^ 2 = U ^ 2 / 4 - W ^ 2 :=
    ⟨√(U ^ 2 / 4 - W ^ 2), Real.sqrt_pos.mpr hr, Real.sq_sqrt hr.le⟩
  have hab : a ≤ U / 2 := by nlinarith [sq_nonneg W]
  have hone : U / 2 * (2 / U) = 1 := by field_simp
  have hcont : ContinuousOn (fun D => U / 2 * B.avg (fun x => 1 / quasi x D))
      (Set.Icc a (U / 2)) := by
    unfold Band.avg
    refine continuousOn_const.mul (continuousOn_finsetSum _ fun i _ =>
      continuousOn_const.mul (continuousOn_const.div ?_ fun D hD => ?_))
    · unfold quasi
      fun_prop
    · exact (ha.trans_le (hD.1.trans (quasi_spec (B.e i) D).2)).ne'
  -- at the lower end every quasiparticle energy is at most U/2
  have h1 : 1 ≤ U / 2 * B.avg (fun x => 1 / quasi x a) := by
    have h := avg_mono B (f := fun x => 0 * x ^ 2 + 0 * x ^ 4 + 2 / U)
      (g := fun x => 1 / quasi x a) (fun i => by
        have he : B.e i ^ 2 ≤ W ^ 2 := sq_le_sq' (abs_le.mp (hW i)).1 (abs_le.mp (hW i)).2
        have hE : 0 < quasi (B.e i) a := ha.trans_le (quasi_spec _ _).2
        have hle : quasi (B.e i) a ≤ U / 2 :=
          Real.sqrt_le_iff.mpr ⟨by linarith, by nlinarith⟩
        have : 2 / U ≤ 1 / quasi (B.e i) a := by
          rw [div_le_div_iff₀ hU hE]
          linarith
        simpa using this)
    rw [avg_even] at h
    exact le_trans hone.ge (mul_le_mul_of_nonneg_left (by linarith) (by linarith))
  -- at the upper end every quasiparticle energy is at least U/2
  have h2 : U / 2 * B.avg (fun x => 1 / quasi x (U / 2)) ≤ 1 := by
    have h := avg_mono B (f := fun x => 1 / quasi x (U / 2))
      (g := fun x => 0 * x ^ 2 + 0 * x ^ 4 + 2 / U) (fun i => by
        have hge := (quasi_spec (B.e i) (U / 2)).2
        have : 1 / quasi (B.e i) (U / 2) ≤ 2 / U := by
          rw [div_le_div_iff₀ (by linarith) hU]
          linarith
        simpa using this)
    rw [avg_even] at h
    exact le_trans (mul_le_mul_of_nonneg_left (by linarith) (by linarith)) hone.le
  obtain ⟨D, hD, hg⟩ := intermediate_value_Icc' hab hcont ⟨h2, h1⟩
  have hgap : B.GapEquation U D := hg.symm
  have hDpos : 0 < D := ha.trans_le hD.1
  have hmin : ∀ D', B.energy U D ≤ B.energy U D' := fun D' => by
    by_cases h : D' ^ 2 = D ^ 2
    · simp [Band.energy, quasi, h]
    · exact (energy_lt_of_gapEquation B hDpos hgap h).le
  refine ⟨D, ⟨hDpos, hgap, fun D' hD' hg' => ?_⟩, ⟨?_, ?_⟩, hmin,
    (superexchange_bounds B hU).1 D, (hmin _).trans (superexchange_bounds B hU).2⟩
  · -- two different roots would each have the lower energy
    by_contra hne
    have hsq : D ^ 2 ≠ D' ^ 2 := fun h => hne (by nlinarith)
    exact absurd (energy_lt_of_gapEquation B hD' hg' hsq) (not_lt_of_ge (hmin D'))
  · nlinarith [hD.1]
  · nlinarith [hD.2]

/-- If all levels satisfy `e² = t²` and `U, D > 0`, the gap equation reads `D² + t² = U²/4`,
and at its root the energy is exactly `-t²/U`. -/
theorem dimer_band (B : Band ι) {U D t : ℝ} (ht : ∀ i, B.e i ^ 2 = t ^ 2) (hU : 0 < U)
    (hD : 0 < D) :
    (B.GapEquation U D ↔ D ^ 2 + t ^ 2 = U ^ 2 / 4) ∧
      (B.GapEquation U D → B.energy U D = -t ^ 2 / U) := by
  have hq : ∀ i, quasi (B.e i) D = quasi t D := fun i => by unfold quasi; rw [ht i]
  have h1 : B.avg (fun x => 1 / quasi x D) = 1 / quasi t D := by
    simp only [Band.avg, hq]
    rw [← sum_mul, B.w_sum, one_mul]
  have h2 : B.avg (fun x => quasi x D) = quasi t D := by
    simp only [Band.avg, hq]
    rw [← sum_mul, B.w_sum, one_mul]
  obtain ⟨hs, hge⟩ := quasi_spec t D
  have hE : 0 < quasi t D := hD.trans_le hge
  have hgap : B.GapEquation U D ↔ quasi t D = U / 2 := by
    unfold Band.GapEquation
    rw [h1, mul_one_div, eq_div_iff hE.ne', one_mul]
  rw [hgap]
  refine ⟨⟨fun h => ?_, fun h => ?_⟩, fun h => ?_⟩
  · rw [h] at hs
    linarith
  · nlinarith
  · rw [h] at hs
    have hD2 : D ^ 2 = U ^ 2 / 4 - t ^ 2 := by linarith
    unfold Band.energy
    rw [h2, h, hD2]
    field_simp
    ring

end

end AntiferromagneticMeanField
```

```lean
#print axioms AntiferromagneticMeanField.bloch_eigenvalues
#print axioms AntiferromagneticMeanField.gapEquation_iff_stationary
#print axioms AntiferromagneticMeanField.gap_and_energy
#print axioms AntiferromagneticMeanField.dimer_band
```

```
'AntiferromagneticMeanField.bloch_eigenvalues' depends on axioms: [propext, Classical.choice, Quot.sound]
'AntiferromagneticMeanField.gapEquation_iff_stationary' depends on axioms: [propext, Classical.choice, Quot.sound]
'AntiferromagneticMeanField.gap_and_energy' depends on axioms: [propext, Classical.choice, Quot.sound]
'AntiferromagneticMeanField.dimer_band' depends on axioms: [propext, Classical.choice, Quot.sound]
```

## What the theorems assume and establish

`Band` holds the levels and weights, `quasi` is $E$, `B.energy U D` is $F(D)$ and `B.moment k` is $m_k$. In `gap_and_energy`, `hW` and `hUW` are the conditions $|e_i|\le W$ and $2W<U$; minimality is over all real `D'`, uniqueness over positive ones.

`bloch_eigenvalues` and `gapEquation_iff_stationary` supply the spectrum and the derivative. `energy_lt_of_gapEquation` averages the square identity, using `exists_weight_pos` for strictness. `superexchange_bounds` proves the pointwise energy inequalities with `field_simp` and `ring`, then averages them through `avg_mono` and `avg_even`. `gap_and_energy` applies `intermediate_value_Icc'` to the bracket and combines the root it finds with `energy_lt_of_gapEquation` and `superexchange_bounds`; `dimer_band` treats equal magnitudes. `quasi_spec` provides $E^2=e^2+D^2$ and $E\ge D$ throughout.

For a general band the condition $U>2W$ can't be relaxed to $U\ge2W$: for levels $\pm t$ with $t>0$, $W=t$ and $U=2t$, the gap equation forces $D=0$, so there is no positive root. Particular bands can do better: the square-lattice mesh above has levels at $e=0$, and therefore a positive root at every $U>0$.

The step left to physics is the mean-field decoupling of the Hubbard Hamiltonian, which leads to $F$; the file takes $F$ as a definition. The bounds therefore concern the mean-field energy; the exact ground-state energy can lie below the lower one.
